# For finitely many levels with no threshold below zero, the thermal average of the RRKM rate is the canonical transition-state rate

## From one energy to one temperature

A molecule that has been given internal energy E and then left alone reacts with a rate constant k(E) that depends on that energy. In a gas at high pressure, collisions are frequent enough to keep the reactant molecules in a Boltzmann distribution, and the observed rate constant is the thermal average of k(E). Canonical transition-state theory gives a rate constant at the same temperature from two partition functions and a barrier, without mentioning k(E). Do the two agree?

Measure E from the reactant's lowest level, which is its zero of energy, and let r(E) be the reactant's density of states. The transition state, with motion along the reaction coordinate left out, has levels e_i, measured from an origin that lies at E0 on the reactant's scale, so level i opens at the threshold E0 + e_i. Let N(x) be the number of levels with e_i ≤ x. With h Planck's constant, the RRKM rate is

k(E) = N(E − E0) / (h r(E)).

Write b = 1/(k_B T), with k_B Boltzmann's constant and T the temperature, and define

F(b) = ∫ r(E) k(E) exp(−bE) dE over E > 0,
Q‡(b) = ∑_i exp(−b e_i),
Q_r(b) = ∫ r(E) exp(−bE) dE over E > 0.

The thermal average of k(E) is F(b)/Q_r(b).

## The flux as a sum over thresholds

The density cancels in the product:

r(E) k(E) = N(E − E0)/h.

The count is a sum of unit steps, one per level. Let θ(x) be 1 for x ≥ 0 and 0 otherwise. Then

N(E − E0) = ∑_i θ(E − E0 − e_i).

Since the sum is finite, it can be taken outside the integral:

h F(b) = ∑_i ∫ θ(E − E0 − e_i) exp(−bE) dE over E > 0.

Each integrand is switched on from E0 + e_i, or from 0 if that threshold is negative. Each integral is therefore

exp(−b max(E0 + e_i, 0)) / b,

and the flux satisfies

h b F(b) = ∑_i exp(−b max(E0 + e_i, 0)).

If no threshold is negative, the maximum is E0 + e_i itself and the exponential factorises:

F(b) = exp(−bE0) Q‡(b) / (h b).

Conversely, a negative threshold spoils this formula. For a single level at E0 + e_1 = −a with a > 0, the true value of h b F(b) is 1, while the formula gives exp(ba) > 1: it counts energies below zero, where there is no reactant. With several levels, no term of the formula is smaller than the true one, so the errors can't compensate.

## The canonical rate and its temperature dependence

If no threshold is negative and Q_r(b) converges, dividing the flux by Q_r(b) gives

F(b)/Q_r(b) = (1/(h b)) · (Q‡(b)/Q_r(b)) · exp(−bE0),

where 1/(h b) is the familiar prefactor k_B T/h. Thermal rate constants are commonly computed in this form from electronic-structure barriers and frequencies. The harmonic Q‡ used there sums infinitely many levels, of which the finite sum here keeps only a part.

If no threshold is negative and there is at least one level, the logarithm of the flux is

ln F(b) = −bE0 + ln Q‡(b) − ln h − ln b,

and its derivative is

d ln F/db = −(E0 + ⟨e⟩ + 1/b), with ⟨e⟩ = ∑_i e_i exp(−b e_i) / Q‡(b).

An Arrhenius activation energy would also need the derivative of ln Q_r, which the file does not treat.

## What the Lean statements assume

The levels are a function `e : ι → ℝ` on a finite index type, so a degenerate level appears once for each of its states. `sumOfStates` is N, `rrkmRate` is k(E), `thermalFlux` is F, `tsPartition` is Q‡, `reactantPartition` is Q_r and `canonicalRate` is F/Q_r. All quantities are real numbers, and units are not tracked.

The main theorem, `thermal_average_rrkm`, assumes `h` and `b` positive and two further conditions:

- `hr` says that r(E) > 0 at every positive energy. It stands for a smoothed reactant spectrum without gaps. No particular form, continuity or growth of r is required.
- `he` says that every E0 + e_i is nonnegative: no transition-state level lies below the reactant's zero of energy. The usual case E0 ≥ 0 and e_i ≥ 0 is included.

It concludes that the weighted rate is integrable over E > 0 and that the flux formula holds, multiplied through by h b. `thresholds_nonneg_of_flux` is the converse: if the formula holds at one positive b, no threshold is negative. `canonicalRate_eq` assumes in addition that the integral for Q_r converges, and proves that Q_r is positive.

The finite set of levels is an idealisation, since even one harmonic oscillator has infinitely many. Tunnelling, recrossing, angular momentum and the fall-off at lower pressures are absent from the model.

## The same sum on an energy grid

An RRKM program can tabulate N by a direct count of states on a grid of spacing Δ, form k(E), and replace the thermal average by a ratio of sums. Because r cancels, the numerator needs only the count:

F(b) ≈ (Δ/h) ∑_n N(E_n − E0) exp(−bE_n), with E_n = nΔ and n = 0, 1, 2, …

Comparing the result with the partition-function formula tests the count, the energy origins and the grid together. For a nonnegative threshold on a grid point, and a sum carried to convergence, the geometric series gives the exact integral times

bΔ / (1 − exp(−bΔ)) ≈ 1 + bΔ/2.

If all thresholds lie on grid points, a spacing of a tenth of k_B T thus makes the numerator about 5 percent too large. Stopping the sum at a maximum energy has the opposite effect, and the loss grows with temperature.

## The complete file

```lean
import Mathlib

open MeasureTheory Set Filter Topology

namespace RRKMThermalAverage

noncomputable section

variable {ι : Type*} [Fintype ι]

/-- The sum of states `N(x)`: the number of transition-state levels `e i` not above `x`. -/
def sumOfStates (e : ι → ℝ) (x : ℝ) : ℕ :=
  (Finset.univ.filter (fun i => e i ≤ x)).card

/-- The RRKM rate `k(E) = N(E - E0) / (h r(E))`, for `h` and `r E` nonzero. -/
def rrkmRate (h E0 : ℝ) (e : ι → ℝ) (r : ℝ → ℝ) (E : ℝ) : ℝ :=
  (sumOfStates e (E - E0) : ℝ) / (h * r E)

/-- The integral over `E > 0` of the reactant density times the RRKM rate times the
Boltzmann factor at inverse temperature `b`, for `h` and the density nonzero. -/
def thermalFlux (h E0 : ℝ) (e : ι → ℝ) (r : ℝ → ℝ) (b : ℝ) : ℝ :=
  ∫ E in Ioi (0 : ℝ), r E * rrkmRate h E0 e r E * Real.exp (-b * E)

/-- The partition function of the transition-state levels. -/
def tsPartition (e : ι → ℝ) (b : ℝ) : ℝ := ∑ i, Real.exp (-b * e i)

/-- The partition function of a reactant with density of states `r`. -/
def reactantPartition (r : ℝ → ℝ) (b : ℝ) : ℝ :=
  ∫ E in Ioi (0 : ℝ), r E * Real.exp (-b * E)

/-- The Boltzmann average of the RRKM rate over the reactant states, for `h`, the density
and the reactant partition function nonzero. -/
def canonicalRate (h E0 : ℝ) (e : ι → ℝ) (r : ℝ → ℝ) (b : ℝ) : ℝ :=
  thermalFlux h E0 e r b / reactantPartition r b

/-- For `h > 0` and positive density at `E`, the density cancels from the weighted RRKM rate: each
level contributes one Boltzmann factor to `h` times that rate once `E` reaches `E0 + e i`. -/
theorem weighted_rate_eq_sum {h E0 b E : ℝ} {e : ι → ℝ} {r : ℝ → ℝ}
    (hh : 0 < h) (hr : 0 < r E) :
    h * (r E * rrkmRate h E0 e r E * Real.exp (-b * E)) =
      ∑ i, if E0 + e i ≤ E then Real.exp (-b * E) else 0 := by
  -- write the count of open levels as a sum of unit steps
  have hN : (sumOfStates e (E - E0) : ℝ) * Real.exp (-b * E) =
      ∑ i, if E0 + e i ≤ E then Real.exp (-b * E) else 0 := by
    unfold sumOfStates
    rw [Finset.card_filter, Nat.cast_sum, Finset.sum_mul]
    refine Finset.sum_congr rfl (fun i _ => ?_)
    by_cases hi : E0 + e i ≤ E
    · have hi' : e i ≤ E - E0 := by linarith
      rw [if_pos hi', if_pos hi]
      simp
    · have hi' : ¬ e i ≤ E - E0 := fun H => hi (by linarith)
      rw [if_neg hi', if_neg hi]
      simp
  rw [← hN]
  unfold rrkmRate
  have h1 := hh.ne'
  have h2 := hr.ne'
  field_simp

/-- For `b > 0`, a Boltzmann factor switched on at energy `a` is integrable over `E > 0`,
and `b` times its integral is the Boltzmann factor at the larger of `a` and zero. -/
theorem step_integral {b : ℝ} (hb : 0 < b) (a : ℝ) :
    IntegrableOn (fun E : ℝ => if a ≤ E then Real.exp (-b * E) else 0) (Ioi 0) ∧
    b * ∫ E in Ioi (0 : ℝ), (if a ≤ E then Real.exp (-b * E) else 0) =
      Real.exp (-b * max a 0) := by
  have hfun : (fun E : ℝ => if a ≤ E then Real.exp (-b * E) else 0) =
      (Ici a).indicator (fun E => Real.exp (-b * E)) := by
    funext E
    by_cases hE : a ≤ E <;> simp [Set.indicator, hE]
  have hexp : ∀ c : ℝ, b * ∫ E in Ioi c, Real.exp (-b * E) = Real.exp (-b * c) := by
    intro c
    rw [integral_exp_mul_Ioi (by linarith : -b < 0) c]
    field_simp
  rw [hfun]
  refine ⟨Integrable.indicator (exp_neg_integrableOn_Ioi 0 hb) measurableSet_Ici, ?_⟩
  rw [setIntegral_indicator measurableSet_Ici]
  rcases le_or_gt a 0 with ha | ha
  · have hs : Ioi (0 : ℝ) ∩ Ici a = Ioi 0 :=
      inter_eq_left.mpr (fun x hx => ha.trans (le_of_lt (mem_Ioi.mp hx)))
    rw [hs, hexp, max_eq_right ha]
  · have hs : Ioi (0 : ℝ) ∩ Ici a = Ici a :=
      inter_eq_right.mpr (fun x hx => lt_of_lt_of_le ha (mem_Ici.mp hx))
    rw [hs, integral_Ici_eq_integral_Ioi, hexp, max_eq_left ha.le]

/-- For `h, b > 0` and a density positive at positive energies, `h b` times the thermal flux is a
sum of Boltzmann factors at the level thresholds, with negative thresholds replaced by zero. -/
theorem thermalFlux_eq_sum {h E0 b : ℝ} {e : ι → ℝ} {r : ℝ → ℝ}
    (hh : 0 < h) (hb : 0 < b) (hr : ∀ E, 0 < E → 0 < r E) :
    h * b * thermalFlux h E0 e r b = ∑ i, Real.exp (-b * max (E0 + e i) 0) := by
  have hflux : h * thermalFlux h E0 e r b =
      ∑ i, ∫ E in Ioi (0 : ℝ), (if E0 + e i ≤ E then Real.exp (-b * E) else 0) := by
    calc h * thermalFlux h E0 e r b
        = ∫ E in Ioi (0 : ℝ), h * (r E * rrkmRate h E0 e r E * Real.exp (-b * E)) := by
          unfold thermalFlux
          rw [integral_const_mul]
      _ = ∫ E in Ioi (0 : ℝ), ∑ i, (if E0 + e i ≤ E then Real.exp (-b * E) else 0) :=
          setIntegral_congr_fun measurableSet_Ioi
            (fun E hE => weighted_rate_eq_sum hh (hr E hE))
      _ = _ := MeasureTheory.integral_finsetSum _ (fun i _ => (step_integral hb (E0 + e i)).1)
  calc h * b * thermalFlux h E0 e r b = b * (h * thermalFlux h E0 e r b) := by ring
    _ = _ := by
      rw [hflux, Finset.mul_sum]
      exact Finset.sum_congr rfl (fun i _ => (step_integral hb (E0 + e i)).2)

/-- For `h, b > 0`, a density positive at positive energies and no threshold `E0 + e i` below
zero, the Boltzmann-weighted RRKM rate is integrable, and `h b` times its integral is
`exp(-b E0)` times the transition-state partition function. -/
theorem thermal_average_rrkm {h E0 b : ℝ} {e : ι → ℝ} {r : ℝ → ℝ}
    (hh : 0 < h) (hb : 0 < b) (hr : ∀ E, 0 < E → 0 < r E) (he : ∀ i, 0 ≤ E0 + e i) :
    IntegrableOn (fun E => r E * rrkmRate h E0 e r E * Real.exp (-b * E)) (Ioi 0) ∧
    h * b * thermalFlux h E0 e r b = Real.exp (-b * E0) * tsPartition e b := by
  constructor
  · have hsum : IntegrableOn (fun E : ℝ =>
        h⁻¹ * ∑ i, (if E0 + e i ≤ E then Real.exp (-b * E) else 0)) (Ioi 0) :=
      Integrable.const_mul
        (MeasureTheory.integrable_finsetSum _ (fun i _ => (step_integral hb (E0 + e i)).1)) _
    refine hsum.congr_fun (fun E hE => ?_) measurableSet_Ioi
    change h⁻¹ * ∑ i, (if E0 + e i ≤ E then Real.exp (-b * E) else 0) = _
    rw [← weighted_rate_eq_sum hh (hr E hE), inv_mul_cancel_left₀ hh.ne']
  · rw [thermalFlux_eq_sum hh hb hr, tsPartition, Finset.mul_sum]
    refine Finset.sum_congr rfl (fun i _ => ?_)
    rw [max_eq_left (he i), ← Real.exp_add]
    congr 1
    ring

/-- Conversely, for `h, b > 0` and a density positive at positive energies, the partition
function formula for the flux forces every threshold `E0 + e i` to be nonnegative. -/
theorem thresholds_nonneg_of_flux {h E0 b : ℝ} {e : ι → ℝ} {r : ℝ → ℝ}
    (hh : 0 < h) (hb : 0 < b) (hr : ∀ E, 0 < E → 0 < r E)
    (hflux : h * b * thermalFlux h E0 e r b = Real.exp (-b * E0) * tsPartition e b) :
    ∀ i, 0 ≤ E0 + e i := by
  have hsum : ∑ i, Real.exp (-b * max (E0 + e i) 0) = ∑ i, Real.exp (-b * (E0 + e i)) := by
    rw [← thermalFlux_eq_sum hh hb hr, hflux, tsPartition, Finset.mul_sum]
    refine Finset.sum_congr rfl (fun i _ => ?_)
    rw [← Real.exp_add]
    congr 1
    ring
  -- the sums agree and are ordered term by term, so all terms agree
  have hle : ∀ i ∈ Finset.univ,
      Real.exp (-b * max (E0 + e i) 0) ≤ Real.exp (-b * (E0 + e i)) := by
    intro i _
    apply Real.exp_le_exp.mpr
    nlinarith [le_max_left (E0 + e i) 0]
  intro i
  have hi := Real.exp_injective
    ((Finset.sum_eq_sum_iff_of_le hle).mp hsum i (Finset.mem_univ i))
  have hmax := mul_left_cancel₀ (neg_ne_zero.mpr hb.ne') hi
  exact (le_max_right (E0 + e i) 0).trans_eq hmax

/-- Canonical transition-state rate: for `h, b > 0`, a density positive at positive energies with
convergent partition function, and no threshold below zero, the reactant partition function is
positive, and `h b` times the averaged RRKM rate is `exp(-b E0)` times the ratio of the
transition-state partition function to the reactant one. -/
theorem canonicalRate_eq {h E0 b : ℝ} {e : ι → ℝ} {r : ℝ → ℝ}
    (hh : 0 < h) (hb : 0 < b) (hr : ∀ E, 0 < E → 0 < r E) (he : ∀ i, 0 ≤ E0 + e i)
    (hint : IntegrableOn (fun E => r E * Real.exp (-b * E)) (Ioi 0)) :
    0 < reactantPartition r b ∧
    h * b * canonicalRate h E0 e r b =
      tsPartition e b / reactantPartition r b * Real.exp (-b * E0) := by
  have hpos : ∀ E ∈ Ioi (0 : ℝ), 0 < r E * Real.exp (-b * E) :=
    fun E hE => mul_pos (hr E hE) (Real.exp_pos _)
  constructor
  · unfold reactantPartition
    rw [setIntegral_pos_iff_support_of_nonneg_ae
      (ae_restrict_of_forall_mem measurableSet_Ioi (fun E hE => (hpos E hE).le)) hint]
    rw [inter_eq_right.mpr (fun E hE => Function.mem_support.mpr (hpos E hE).ne')]
    simp
  · unfold canonicalRate
    rw [← mul_div_assoc, (thermal_average_rrkm hh hb hr he).2]
    ring

/-- For `h, b > 0`, a density positive at positive energies, at least one level and no
threshold below zero, the logarithm of the thermal flux has `b`-derivative minus the sum of
`E0`, the mean transition-state level energy and `1/b`. -/
theorem hasDerivAt_log_thermalFlux [Nonempty ι] {h E0 b : ℝ} {e : ι → ℝ} {r : ℝ → ℝ}
    (hh : 0 < h) (hb : 0 < b) (hr : ∀ E, 0 < E → 0 < r E) (he : ∀ i, 0 ≤ E0 + e i) :
    HasDerivAt (fun β => Real.log (thermalFlux h E0 e r β))
      (-(E0 + (∑ i, e i * Real.exp (-b * e i)) / tsPartition e b + 1 / b)) b := by
  have hQ : ∀ β, 0 < tsPartition e β := fun β =>
    Finset.sum_pos (fun i _ => Real.exp_pos _) Finset.univ_nonempty
  have hlin : ∀ c : ℝ, HasDerivAt (fun β : ℝ => -β * c) (-c) b := fun c =>
    ((hasDerivAt_id' b).fun_neg.mul_const c).congr_deriv (by ring)
  have hD : HasDerivAt (fun β => tsPartition e β)
      (-(∑ i, e i * Real.exp (-b * e i))) b := by
    unfold tsPartition
    refine (HasDerivAt.fun_sum (fun i _ => (hlin (e i)).exp)).congr_deriv ?_
    rw [← Finset.sum_neg_distrib]
    exact Finset.sum_congr rfl (fun i _ => by ring)
  -- near `b` the logarithm of the flux splits into elementary terms
  have hev : (fun β => Real.log (thermalFlux h E0 e r β)) =ᶠ[𝓝 b]
      fun β => -β * E0 + Real.log (tsPartition e β) - Real.log h - Real.log β := by
    filter_upwards [Ioi_mem_nhds hb] with β hβ
    have hβ' : 0 < β := hβ
    have hF : thermalFlux h E0 e r β =
        Real.exp (-β * E0) * tsPartition e β / (h * β) := by
      rw [eq_div_iff (mul_pos hh hβ').ne', ← (thermal_average_rrkm hh hβ' hr he).2]
      ring
    rw [hF, Real.log_div (mul_pos (Real.exp_pos _) (hQ β)).ne' (mul_pos hh hβ').ne',
      Real.log_mul (Real.exp_pos _).ne' (hQ β).ne', Real.log_exp,
      Real.log_mul hh.ne' hβ'.ne']
    ring
  refine HasDerivAt.congr_of_eventuallyEq ?_ hev
  refine ((((hlin E0).fun_add (hD.log (hQ b).ne')).fun_sub
    (hasDerivAt_const b (Real.log h))).fun_sub (Real.hasDerivAt_log hb.ne')).congr_deriv ?_
  ring

end

end RRKMThermalAverage
```

```lean
#print axioms RRKMThermalAverage.thresholds_nonneg_of_flux
#print axioms RRKMThermalAverage.canonicalRate_eq
#print axioms RRKMThermalAverage.hasDerivAt_log_thermalFlux
```

```
'RRKMThermalAverage.thresholds_nonneg_of_flux' depends on axioms: [propext, Classical.choice, Quot.sound]
'RRKMThermalAverage.canonicalRate_eq' depends on axioms: [propext, Classical.choice, Quot.sound]
'RRKMThermalAverage.hasDerivAt_log_thermalFlux' depends on axioms: [propext, Classical.choice, Quot.sound]
```

## How Lean carries out the derivation

`weighted_rate_eq_sum` does the work at a fixed energy. `Finset.card_filter` turns the number of open levels into a sum of zeros and ones, and the case split identifies `e i ≤ E - E0` with `E0 + e i ≤ E`. At the end `field_simp` cancels h and r(E), both known to be nonzero.

`step_integral` evaluates one step. It writes the step as the indicator of the half-line from `a` upwards and intersects that with E > 0. The intersection is all of E > 0 when `a ≤ 0`, and the half-line itself when `a` is positive. These two cases produce the `max a 0` in the result. The lemma also proves integrability, which the next step needs.

`thermalFlux_eq_sum` assembles the pieces. `setIntegral_congr_fun` replaces the integrand on positive energies only, which is where the density is known to be positive, and `integral_finsetSum` exchanges the sum and the integral.

In `thermal_average_rrkm`, integrability is carried over from the finite sum of steps, divided by h. For the value, `max_eq_left` removes the maximum and `Real.exp_add` separates the barrier factor.

The converse compares two sums whose terms are ordered one by one. `Finset.sum_eq_sum_iff_of_le` says that equal totals then force equal terms. Injectivity of the exponential and cancellation of −b give max(E0 + e_i, 0) = E0 + e_i, so the threshold is nonnegative.

For `canonicalRate_eq`, Q_r is positive because its integrand is positive on the whole half-line, a set of positive measure. The ratio then follows from the main theorem.

`hasDerivAt_log_thermalFlux` uses the flux formula at every positive β, hence throughout a neighbourhood of b. There ln F equals the four-term expression derived above, and `HasDerivAt.congr_of_eventuallyEq` transfers the derivative of that expression to ln F.
